# A finite Hermitian matrix has a resolvent at every non-real energy

Let `M` be a Hermitian complex matrix of finite size and `z` a complex number with non-zero imaginary part; the theorem states that `z • 1 - M` is invertible. If `M` is read as the Hamiltonian of a system with a finite-dimensional state space, this says that the resolvent (z − M)⁻¹ exists at every energy off the real axis. The proof goes by contradiction: were the determinant zero, there would be a non-zero vector v, not necessarily normalised, with Mv = zv. Computing v†Mv from both sides then gives z v†v = z̄ v†v, and cancelling the non-zero number v†v makes z real.

In Lean, a first try:

```lean
import Mathlib

open Matrix
open scoped ComplexOrder

namespace HybridisationFunction

noncomputable section

variable {m n p : Type*} [Fintype m] [DecidableEq m] [Fintype n] [DecidableEq n]
  [Fintype p] [DecidableEq p]

/-- For a Hermitian matrix `M` and non-real `z`, the matrix `z - M` is invertible. -/
theorem isUnit_of_im_ne_zero {z : ℂ} {M : Matrix n n ℂ} (hM : M.IsHermitian)
    (hz : z.im ≠ 0) : IsUnit (z • (1 : Matrix n n ℂ) - M) := by
  rw [Matrix.isUnit_iff_isUnit_det, isUnit_iff_ne_zero]
  intro h0
  obtain ⟨v, hv, hMv⟩ := Matrix.exists_mulVec_eq_zero_iff.mpr h0
  rw [Matrix.sub_mulVec, Matrix.smul_mulVec, Matrix.one_mulVec, sub_eq_zero] at hMv
  have e2 : star v ᵥ* M = star z • star v := by
    rw [← star_smul, hMv, Matrix.star_mulVec, hM.eq]
  -- the expectation value of `M` in `v`, computed from both sides
  have h := Matrix.dotProduct_mulVec (star v) M v
  rw [← hMv, e2, dotProduct_smul, smul_dotProduct, smul_eq_mul, smul_eq_mul] at h
  have hq : star v ⬝ᵥ v ≠ 0 := by
    rw [dotProduct_comm]
    exact fun h => hv (dotProduct_star_self_eq_zero.mp h)
  have him := congrArg Complex.im (mul_right_cancel₀ hq h)
  rw [Complex.star_def, Complex.conj_im] at him
  exact hz (by linarith)

end

end HybridisationFunction
```

Compiling this gives:

```
Main.lean:27:55: error: Application type mismatch: The argument
  h
has type
  v ⬝ᵥ star v = 0
but is expected to have type
  star v ⬝ᵥ v = 0
in the application
  dotProduct_star_self_eq_zero.mp h
```

The error lies in the proof of `hq`, that v†v is not zero. The goal as stated is `star v ⬝ᵥ v ≠ 0`, but `rw [dotProduct_comm]` swaps the factors, so the hypothesis `h` introduced afterwards reads `v ⬝ᵥ star v = 0`. The message shows that `dotProduct_star_self_eq_zero.mp` expects `star v ⬝ᵥ v = 0`, the order the goal had before the rewrite. The two products are equal over the complex numbers, but Lean does not apply commutativity by itself when it checks the type of an argument.

The repair removes the rewrite, so that `h` has the expected form and the lemma yields `v = 0`, which contradicts `hv`. Writing the proof as a direct term instead of a `by` block is mere tidying. The changed comment has no effect on compilation either, but it is more accurate: since v need not be normalised, v†Mv is in general not the expectation value, which is v†Mv / v†v.

The repair, with which the file compiles:

```diff
@@ -20,10 +20,9 @@
   have e2 : star v ᵥ* M = star z • star v := by
     rw [← star_smul, hMv, Matrix.star_mulVec, hM.eq]
-  -- the expectation value of `M` in `v`, computed from both sides
+  -- the number `v† M v`, computed from both sides
   have h := Matrix.dotProduct_mulVec (star v) M v
   rw [← hMv, e2, dotProduct_smul, smul_dotProduct, smul_eq_mul, smul_eq_mul] at h
-  have hq : star v ⬝ᵥ v ≠ 0 := by
-    rw [dotProduct_comm]
-    exact fun h => hv (dotProduct_star_self_eq_zero.mp h)
+  have hq : star v ⬝ᵥ v ≠ 0 :=
+    fun h => hv (dotProduct_star_self_eq_zero.mp h)
   have him := congrArg Complex.im (mul_right_cancel₀ hq h)
   rw [Complex.star_def, Complex.conj_im] at him
```
